# Bounds on the lowest-level error when a potential is inverted on core sites at a wrong reference energy

Let $H$ be a Hermitian matrix on finitely many sites, with lowest eigenvalue $E$ and unit eigenvector $\psi$. Let $P$ be the diagonal projector onto a chosen set of core sites, and let $Q=\langle\psi,P\psi\rangle$ be the weight of $\psi$ there. For every real $d$, the lowest eigenvalue $E'$ of $H+dP$ satisfies

$$E+\min(0,d)\;\le\;E'\;\le\;E+dQ .$$

If the potential on the core is obtained by inverting the Schrödinger equation for $\psi$ at a reference energy $\varepsilon$ instead of $E$, the Hamiltonian changes by exactly $(\varepsilon-E)P$, provided that $\psi$ has no zero on the core. The bounds with $d=\varepsilon-E$ then limit the error of the level. Many pseudopotentials are constructed by inverting the Schrödinger equation for a nodeless pseudo wave function. That step is reduced here to a one-particle problem on a finite set of sites with a local potential.

The sites form a finite type `n`, states are functions `n → ℂ`, and operators are complex matrices.

In Lean 4 with Mathlib:

```lean
import Mathlib

open Matrix
open scoped ComplexOrder

namespace PseudopotentialInversion

noncomputable section

variable {n : Type*} [Fintype n] [DecidableEq n]
```

## Levels, core weight and the inverted potential

A real number $E$ is the lowest level of $H$ if some non-zero $v$ satisfies $Hv=Ev$ and no real eigenvalue is smaller. Looking only at real eigenvalues loses nothing for a Hermitian matrix. The level may be degenerate.

```lean
/-- The real number `E` is the lowest eigenvalue of `H`: it has an eigenvector, and no real
eigenvalue lies below it. -/
def IsLowestLevel (H : Matrix n n ℂ) (E : ℝ) : Prop :=
  (∃ v : n → ℂ, v ≠ 0 ∧ H *ᵥ v = (E : ℂ) • v) ∧
    ∀ (μ : ℝ) (v : n → ℂ), v ≠ 0 → H *ᵥ v = (μ : ℂ) • v → E ≤ μ
```

The expectation value is $\langle x,Ax\rangle=\sum_i \overline{x_i}\,(Ax)_i$, without division by the squared norm. The code takes its real part, which for Hermitian $A$ is the whole value.

```lean
/-- The real part of `⟨x, A x⟩`. -/
def expect (A : Matrix n n ℂ) (x : n → ℂ) : ℝ := (star x ⬝ᵥ A *ᵥ x).re
```

The projector $P$ has diagonal entries 1 on the core and 0 elsewhere. The core can be any finite set of sites, including none or all of them.

```lean
/-- The diagonal projector onto the core sites. -/
def coreProj (core : Finset n) : Matrix n n ℂ :=
  diagonal fun i => if i ∈ core then 1 else 0
```

Write the Hamiltonian as $T+V$, with $T$ the kinetic matrix and $V$ a real site potential. Solving $(T\psi)_i+V_i\psi_i=\varepsilon\psi_i$ for the potential on the core, and keeping $V$ outside, gives

$$V^{\rm inv}_i=\begin{cases}\varepsilon-(T\psi)_i/\psi_i & i\ \text{in the core},\\ V_i & \text{otherwise.}\end{cases}$$

In the pseudopotential reading, $\psi$ is the nodeless pseudo wave function and $V$ is the potential that inversion at the correct energy would return.

```lean
/-- The potential obtained by inverting the Schrödinger equation for `ψ` at reference energy `ε`
on the core sites, and the given potential `V` elsewhere. It is meant for `ψ` without zeros on
the core. -/
def invertedPotential (T : Matrix n n ℂ) (V : n → ℝ) (core : Finset n) (ψ : n → ℂ) (ε : ℝ) :
    n → ℂ :=
  fun i => if i ∈ core then (ε : ℂ) - (T *ᵥ ψ) i / ψ i else (V i : ℂ)
```

## A lowest level exists

The spectral theorem supplies an orthonormal eigenbasis of a Hermitian matrix. Each basis vector has norm 1, so it is non-zero and serves as an eigenvector in the sense used above.

```lean
/-- Each number in the spectral decomposition of a Hermitian matrix has a non-zero eigenvector. -/
theorem exists_eigenvector {H : Matrix n n ℂ} (hH : H.IsHermitian) (k : n) :
    ∃ v : n → ℂ, v ≠ 0 ∧ H *ᵥ v = (hH.eigenvalues k : ℂ) • v := by
  refine ⟨(hH.eigenvectorBasis k).ofLp, ?_, ?_⟩
  · intro h0
    apply hH.eigenvectorBasis.orthonormal.ne_zero k
    ext i
    exact congrFun h0 i
  · have h := hH.mulVec_eigenvectorBasis k
    funext i
    have hi := congrFun h i
    simpa only [Pi.smul_apply, Complex.real_smul, smul_eq_mul] using hi
```

Every real eigenvalue $\mu$ satisfies $\det(\mu-H)=0$, so it is a root of the characteristic polynomial, and there are finitely many of these. With at least one site there is also at least one eigenvalue. A finite non-empty set of real numbers has a least element. The bounds below take $E'$ as given by hypothesis, and this theorem ensures that such a number exists.

```lean
/-- A Hermitian matrix on a non-empty finite set of sites has a lowest eigenvalue. -/
theorem exists_lowestLevel [Nonempty n] {H : Matrix n n ℂ} (hH : H.IsHermitian) :
    ∃ E : ℝ, IsLowestLevel H E := by
  -- real eigenvalues are roots of the characteristic polynomial, hence finite in number
  have hfin : {μ : ℝ | ∃ v : n → ℂ, v ≠ 0 ∧ H *ᵥ v = (μ : ℂ) • v}.Finite := by
    refine (H.charpoly.roots.toFinset.finite_toSet.preimage
      Complex.ofReal_injective.injOn).subset ?_
    rintro μ ⟨v, hv, h⟩
    rw [Set.mem_preimage, Finset.mem_coe, Multiset.mem_toFinset,
      Polynomial.mem_roots H.charpoly_monic.ne_zero, Polynomial.IsRoot.def, Matrix.eval_charpoly]
    refine Matrix.exists_mulVec_eq_zero_iff.1 ⟨v, hv, ?_⟩
    rw [sub_mulVec, h]
    funext i
    simp [Matrix.scalar_apply]
  obtain ⟨E, hE, hmin⟩ := Set.exists_min_image _ id hfin
    ⟨_, exists_eigenvector hH (Classical.arbitrary n)⟩
  exact ⟨E, hE, fun μ v hv h => hmin μ ⟨v, hv, h⟩⟩
```

## Expectation values of the shifted Hamiltonian

For real $d$ and Hermitian $A$, $B$,

$$(A+dB)^\dagger=A^\dagger+\bar d\,B^\dagger=A+dB .$$

```lean
omit [Fintype n] [DecidableEq n] in
/-- Adding a real multiple of one Hermitian matrix to another gives a Hermitian matrix. -/
theorem isHermitian_add_smul {A B : Matrix n n ℂ} (hA : A.IsHermitian) (hB : B.IsHermitian)
    (d : ℝ) : (A + (d : ℂ) • B).IsHermitian := by
  unfold Matrix.IsHermitian
  rw [conjTranspose_add, conjTranspose_smul, hA.eq, hB.eq, Complex.star_def, Complex.conj_ofReal]
```

Expectation values are linear in the perturbation:

$$\langle x,(A+dB)x\rangle=\langle x,Ax\rangle+d\,\langle x,Bx\rangle .$$

```lean
omit [DecidableEq n] in
/-- The expectation value is linear in a perturbation of real strength `d`. -/
theorem expect_add_smul (A B : Matrix n n ℂ) (d : ℝ) (x : n → ℂ) :
    expect (A + (d : ℂ) • B) x = expect A x + d * expect B x := by
  unfold expect
  rw [add_mulVec, smul_mulVec, dotProduct_add, dotProduct_smul, Complex.add_re, smul_eq_mul,
    Complex.re_ofReal_mul]
```

For the projector, only core sites contribute:

$$\langle x,Px\rangle=\sum_{i\in\text{core}}\overline{x_i}x_i=\sum_{i\in\text{core}}|x_i|^2 .$$

For normalised $\psi$ this is $Q$, a number between 0 and 1. On a uniform real-space grid, the volume element is absorbed into the amplitudes.

```lean
/-- The expectation value of the core projector is the total weight of the state on the core. -/
theorem expect_coreProj (core : Finset n) (x : n → ℂ) :
    expect (coreProj core) x = ∑ i ∈ core, ‖x i‖ ^ 2 := by
  have h : ∀ i, (star (x i) * ((if i ∈ core then (1 : ℂ) else 0) * x i)).re
      = if i ∈ core then ‖x i‖ ^ 2 else 0 := by
    intro i
    split_ifs
    · rw [one_mul, Complex.star_def, Complex.conj_mul', ← Complex.ofReal_pow, Complex.ofReal_re]
    · simp
  simp only [expect, coreProj, dotProduct, mulVec_diagonal, Pi.star_apply, Complex.re_sum, h,
    Finset.sum_ite_mem, Finset.univ_inter]
```

## The variational principle and its equality case

Set $M=H-E$. If $Mv=mv$ with $v\neq0$, then $Hv=(m+E)v$, so $E\le m+E$ and $m\ge0$. Thus $M$ has no negative eigenvalue, and

$$\langle x,Hx\rangle-E\sum_i|x_i|^2=\langle x,Mx\rangle\ge0 .$$

Now expand $x=\sum_k c_kv_k$ in an orthonormal eigenbasis of $M$ with eigenvalues $m_k$. Then $\langle x,Mx\rangle=\sum_k m_k|c_k|^2$. If this vanishes, $c_k=0$ wherever $m_k>0$, so $Mx=0$, that is, $Hx=Ex$. Conversely, $Hx=Ex$ gives equality at once.

In the code, `hpos` states that $M$ is positive semidefinite, and `dotProduct_mulVec_zero_iff` is the library form of the equality argument.

```lean
/-- Variational principle: for Hermitian `H` with lowest eigenvalue `E`, the expectation value in
`x` is at least `E` times the squared norm, with equality exactly when `H x = E x`. -/
theorem variational {H : Matrix n n ℂ} {E : ℝ} (hH : H.IsHermitian) (hE : IsLowestLevel H E)
    (x : n → ℂ) :
    E * ∑ i, ‖x i‖ ^ 2 ≤ expect H x ∧
      (expect H x = E * ∑ i, ‖x i‖ ^ 2 ↔ H *ᵥ x = (E : ℂ) • x) := by
  have hM := isHermitian_add_smul hH (isHermitian_one (n := n) (α := ℂ)) (-E)
  -- the shifted matrix `H - E` has no negative eigenvalue
  have hpos : (H + ((-E : ℝ) : ℂ) • (1 : Matrix n n ℂ)).PosSemidef := by
    rw [hM.posSemidef_iff_eigenvalues_nonneg]
    intro k
    obtain ⟨v, hv, h⟩ := exists_eigenvector hM k
    have hk := hE.2 (hM.eigenvalues k + E) v hv (by
      rw [add_mulVec, smul_mulVec, one_mulVec] at h
      funext i
      have hi := congrFun h i
      simp only [Pi.add_apply, Pi.smul_apply, smul_eq_mul, Complex.ofReal_neg,
        Complex.ofReal_add] at hi ⊢
      linear_combination hi)
    show (0 : ℝ) ≤ hM.eigenvalues k
    linarith
  have hone : expect (1 : Matrix n n ℂ) x = ∑ i, ‖x i‖ ^ 2 := by
    rw [← expect_coreProj]
    simp [coreProj]
  have hexp := expect_add_smul H 1 (-E) x
  rw [hone] at hexp
  have h0 := Complex.le_def.1 (hpos.dotProduct_mulVec_nonneg x)
  have hre : 0 ≤ expect (H + ((-E : ℝ) : ℂ) • (1 : Matrix n n ℂ)) x := h0.1
  have hker : (H + ((-E : ℝ) : ℂ) • (1 : Matrix n n ℂ)) *ᵥ x = 0 ↔ H *ᵥ x = (E : ℂ) • x := by
    rw [add_mulVec, smul_mulVec, one_mulVec, Complex.ofReal_neg, neg_smul, ← sub_eq_add_neg,
      sub_eq_zero]
  refine ⟨by linarith, fun h => ?_, fun h => ?_⟩
  · -- a positive semidefinite form vanishes only on the kernel
    refine hker.1 ((hpos.dotProduct_mulVec_zero_iff x).1 (Complex.ext ?_ h0.2.symm))
    show expect (H + ((-E : ℝ) : ℂ) • (1 : Matrix n n ℂ)) x = 0
    linarith
  · have hz : expect (H + ((-E : ℝ) : ℂ) • (1 : Matrix n n ℂ)) x = 0 := by
      unfold expect
      rw [hker.2 h, dotProduct_zero, Complex.zero_re]
    linarith
```

## The two bounds on the shifted level

For the lower bound, take an eigenvector $\varphi$ of $H+dP$ at $E'$. Let $S=\sum_i|\varphi_i|^2>0$ be its squared norm and $w=\sum_{i\in\text{core}}|\varphi_i|^2$ its core weight, so that $0\le w\le S$. The variational principle for $H$ gives

$$E'S=\langle\varphi,H\varphi\rangle+dw\ge ES+dw .$$

If $d\ge0$, then $dw\ge0$; if $d\le0$, then $dw\ge dS$. In both cases $dw\ge\min(0,d)\,S$, and division by $S$ gives $E'\ge E+\min(0,d)$.

For the upper bound, use $\psi$ as a trial state for $H+dP$:

$$E'\le\langle\psi,(H+dP)\psi\rangle=E+dQ .$$

In `level_bounds`, `hE` and `hE'` say that `E` and `E'` are the lowest levels of the two matrices, `hψ` is the eigenvalue equation for `ψ`, and `hunit` is its normalisation. The number $Q$ appears as `expect (coreProj core) ψ`. The conclusion also records that $P$ is Hermitian. The inequality $dw\ge\min(0,d)\,S$ is `hmin`.

```lean
/-- The core projector is Hermitian, and a core shift `d` moves the lowest eigenvalue `E` of a
Hermitian `H` with unit eigenvector `ψ` to a value between `E + min 0 d` and `E + d ⟨ψ, P ψ⟩`. -/
theorem level_bounds {H : Matrix n n ℂ} {E E' d : ℝ} {ψ : n → ℂ} (core : Finset n)
    (hH : H.IsHermitian) (hE : IsLowestLevel H E) (hψ : H *ᵥ ψ = (E : ℂ) • ψ)
    (hunit : ∑ i, ‖ψ i‖ ^ 2 = 1) (hE' : IsLowestLevel (H + (d : ℂ) • coreProj core) E') :
    (coreProj core).IsHermitian ∧
      E + min 0 d ≤ E' ∧ E' ≤ E + d * expect (coreProj core) ψ := by
  have hP : (coreProj core).IsHermitian := by
    unfold Matrix.IsHermitian coreProj
    rw [diagonal_conjTranspose]
    congr 1
    funext i
    by_cases hi : i ∈ core <;> simp [hi]
  have hH' := isHermitian_add_smul hH hP d
  refine ⟨hP, ?_, ?_⟩
  · -- expectation value in the perturbed ground state `φ`
    obtain ⟨φ, hφ0, hφ⟩ := hE'.1
    have h1 := (variational hH' hE' φ).2.2 hφ
    have h2 := (variational hH hE φ).1
    rw [expect_add_smul, expect_coreProj] at h1
    obtain ⟨i, hi⟩ := Function.ne_iff.1 hφ0
    have hS : 0 < ∑ i, ‖φ i‖ ^ 2 :=
      Finset.sum_pos' (fun j _ => sq_nonneg _) ⟨i, Finset.mem_univ i, pow_pos (norm_pos_iff.2 hi) 2⟩
    have hw0 : 0 ≤ ∑ i ∈ core, ‖φ i‖ ^ 2 := Finset.sum_nonneg fun j _ => sq_nonneg _
    have hw1 : ∑ i ∈ core, ‖φ i‖ ^ 2 ≤ ∑ i, ‖φ i‖ ^ 2 :=
      Finset.sum_le_sum_of_subset_of_nonneg (Finset.subset_univ core) fun j _ _ => sq_nonneg _
    have hmin : min 0 d * ∑ i, ‖φ i‖ ^ 2 ≤ d * ∑ i ∈ core, ‖φ i‖ ^ 2 := by
      rcases le_total 0 d with hd | hd
      · rw [min_eq_left hd, zero_mul]
        exact mul_nonneg hd hw0
      · rw [min_eq_right hd]
        exact mul_le_mul_of_nonpos_left hw1 hd
    refine le_of_mul_le_mul_right ?_ hS
    rw [add_mul]
    linarith
  · -- `ψ` as trial state for the perturbed problem
    have h1 := (variational hH' hE' ψ).1
    have h2 := (variational hH hE ψ).2.2 hψ
    rw [expect_add_smul, h2, hunit] at h1
    linarith
```

## When the upper bound is strict

Suppose that $E'=E+dQ$. Then $\psi$ attains the minimum for $H+dP$, and the equality case makes it an eigenvector: $(H+dP)\psi=E'\psi$. At a core site $i$ and an outer site $j$ this reads

$$(E+d)\psi_i=E'\psi_i,\qquad E\psi_j=E'\psi_j .$$

If $\psi_i$ and $\psi_j$ are both non-zero, then $E+d=E'=E$, so $d=0$. For $d\neq0$ and a state with amplitude on both sides of the core boundary, the level therefore lies strictly below $E+dQ$. The cancelled equations are `h3` and `h4`.

```lean
/-- The upper bound is strict if the shift `d` is non-zero and `ψ` has non-zero amplitude at some
core site `i` and some outer site `j`. -/
theorem level_lt_first_order {H : Matrix n n ℂ} {E E' d : ℝ} {ψ : n → ℂ} {core : Finset n}
    (hH : H.IsHermitian) (hE : IsLowestLevel H E) (hψ : H *ᵥ ψ = (E : ℂ) • ψ)
    (hunit : ∑ i, ‖ψ i‖ ^ 2 = 1) (hE' : IsLowestLevel (H + (d : ℂ) • coreProj core) E')
    (hd : d ≠ 0) {i j : n} (hi : i ∈ core) (hj : j ∉ core) (hψi : ψ i ≠ 0) (hψj : ψ j ≠ 0) :
    E' < E + d * expect (coreProj core) ψ := by
  obtain ⟨hP, -, hb⟩ := level_bounds core hH hE hψ hunit hE'
  refine lt_of_le_of_ne hb fun heq => hd ?_
  -- equality would make `ψ` an eigenvector of the perturbed matrix
  have h := (variational (isHermitian_add_smul hH hP d) hE' ψ).2.1 (by
    rw [expect_add_smul, (variational hH hE ψ).2.2 hψ, hunit]
    linarith)
  rw [add_mulVec, smul_mulVec, hψ] at h
  have h1 := congrFun h i
  have h2 := congrFun h j
  simp only [coreProj, Pi.add_apply, Pi.smul_apply, smul_eq_mul, mulVec_diagonal, if_pos hi,
    one_mul] at h1
  simp only [coreProj, Pi.add_apply, Pi.smul_apply, smul_eq_mul, mulVec_diagonal, if_neg hj,
    zero_mul, mul_zero, add_zero] at h2
  have h3 : (E : ℂ) + d = E' := mul_right_cancel₀ hψi (by linear_combination h1)
  have h4 : (E : ℂ) = E' := mul_right_cancel₀ hψj h2
  have h5 : (d : ℂ) = 0 := by linear_combination h3 - h4
  exact_mod_cast h5
```

## A wrong reference energy is a constant shift on the core

At a core site, the true equation $(T\psi)_i+V_i\psi_i=E\psi_i$ can be divided by $\psi_i\neq0$:

$$\frac{(T\psi)_i}{\psi_i}=E-V_i,\qquad\text{so}\qquad V^{\rm inv}_i=V_i+(\varepsilon-E).$$

Outside the core nothing changes. As matrices,

$$T+V^{\rm inv}=(T+V)+(\varepsilon-E)P .$$

The hypothesis `hcore` is the absence of zeros on the core. The proof finds the potential site by site in `hpot`, then compares diagonal and off-diagonal entries.

```lean
/-- If `ψ` solves the Schrödinger equation at energy `E` and has no zero on the core, inversion at
reference energy `ε` gives the true Hamiltonian plus `ε - E` times the core projector. -/
theorem inverted_hamiltonian {T : Matrix n n ℂ} {V : n → ℝ} {core : Finset n} {ψ : n → ℂ}
    {E : ℝ} (ε : ℝ) (hψ : (T + diagonal fun i => (V i : ℂ)) *ᵥ ψ = (E : ℂ) • ψ)
    (hcore : ∀ i ∈ core, ψ i ≠ 0) :
    T + diagonal (invertedPotential T V core ψ ε)
      = (T + diagonal fun i => (V i : ℂ)) + ((ε - E : ℝ) : ℂ) • coreProj core := by
  have hpot : ∀ i, invertedPotential T V core ψ ε i
      = V i + ((ε - E : ℝ) : ℂ) * (if i ∈ core then 1 else 0) := by
    intro i
    unfold invertedPotential
    by_cases hi : i ∈ core
    · have h := congrFun hψ i
      simp only [add_mulVec, Pi.add_apply, mulVec_diagonal, Pi.smul_apply, smul_eq_mul] at h
      have hq : (T *ᵥ ψ) i / ψ i = E - V i := by
        rw [div_eq_iff (hcore i hi)]
        linear_combination h
      rw [if_pos hi, if_pos hi, hq, Complex.ofReal_sub]
      ring
    · rw [if_neg hi, if_neg hi, mul_zero, add_zero]
  ext i j
  by_cases hij : i = j
  · subst hij
    simp only [coreProj, Matrix.add_apply, Matrix.smul_apply, diagonal_apply_eq, smul_eq_mul, hpot]
    ring
  · simp [coreProj, diagonal_apply_ne _ hij]
```

## The error of the inverted level

With $H=T+V$ and $d=\varepsilon-E$, the lowest level $E'$ of the inverted Hamiltonian satisfies

$$\min(0,\varepsilon-E)\;\le\;E'-E\;\le\;(\varepsilon-E)\,Q .$$

A reference energy that is too high by $\delta>0$ raises the level by at most $\delta Q$ and never lowers it. One that is too low by $\delta$ lowers it by at least $\delta Q$ and at most $\delta$.

The theorem assumes that $T$ is Hermitian, that $V$ is real, and that $\psi$ is an exact normalised ground state of $T+V$ without zeros on the core. It concerns the lowest level only. Norm conservation, self-consistent screening and the continuum limit do not enter. The proof checks that $T+V$ is Hermitian, rewrites the inverted Hamiltonian by the preceding identity, and applies `level_bounds`.

```lean
/-- Level error of inversion: let `T` be Hermitian, `V` real, and `ψ` a unit ground state of
`T + V` at energy `E` without zeros on the core. Inversion at reference energy `ε` gives a lowest
eigenvalue between `E + min 0 (ε - E)` and `E + (ε - E) ⟨ψ, P ψ⟩`. -/
theorem inversion_level_error {T : Matrix n n ℂ} {V : n → ℝ} {core : Finset n} {ψ : n → ℂ}
    {E E' ε : ℝ} (hT : T.IsHermitian)
    (hE : IsLowestLevel (T + diagonal fun i => (V i : ℂ)) E)
    (hψ : (T + diagonal fun i => (V i : ℂ)) *ᵥ ψ = (E : ℂ) • ψ)
    (hunit : ∑ i, ‖ψ i‖ ^ 2 = 1) (hcore : ∀ i ∈ core, ψ i ≠ 0)
    (hE' : IsLowestLevel (T + diagonal (invertedPotential T V core ψ ε)) E') :
    E + min 0 (ε - E) ≤ E' ∧ E' ≤ E + (ε - E) * expect (coreProj core) ψ := by
  have hV : (diagonal fun i => (V i : ℂ)).IsHermitian := by
    unfold Matrix.IsHermitian
    rw [diagonal_conjTranspose]
    congr 1
    funext i
    simp
  rw [inverted_hamiltonian ε hψ hcore] at hE'
  exact (level_bounds core (hT.add hV) hE hψ hunit hE').2

end

end PseudopotentialInversion
```

```lean
#print axioms PseudopotentialInversion.exists_lowestLevel
#print axioms PseudopotentialInversion.level_lt_first_order
#print axioms PseudopotentialInversion.inversion_level_error
```

```
'PseudopotentialInversion.exists_lowestLevel' depends on axioms: [propext, Classical.choice, Quot.sound]
'PseudopotentialInversion.level_lt_first_order' depends on axioms: [propext, Classical.choice, Quot.sound]
'PseudopotentialInversion.inversion_level_error' depends on axioms: [propext, Classical.choice, Quot.sound]
```
